# With constant mobility and critical field, the least on-resistance of a uniform drift layer at given blocking voltage is 27/32 of the triangular-field value

## Can a more lightly doped layer really conduct better?

I treat the critical field as one fixed number $E_c$, the same for every doping and thickness, and I say that a drift layer is at its blocking limit when the field at the junction equals $E_c$. I have always chosen the doping so that the field then falls linearly to zero exactly at the far edge. A colleague makes the layer thinner and dopes it more lightly, so that some field is left at the far edge, and says that it blocks the same voltage with less on-resistance. But lighter doping means fewer carriers and a higher resistivity. How can the resistance go down, and where does the gain stop?

## Thinning the layer costs little doping at first

Your colleague is right within this model. The best layer is three quarters as thick as yours and has eight ninths of its doping, so its resistance is $\frac{3/4}{8/9}=\frac{27}{32}$ of yours, about 16% less.

Let $x$ be the depth measured from the junction, $W$ the thickness of the layer, $N$ its doping, $q$ the elementary charge, $\varepsilon$ the permittivity and $\mu$ the carrier mobility. All of these constants are positive. When the layer is fully depleted, Gauss's law with the uniform charge density $qN$ gives the field magnitude

$$E(x)=E_c-\frac{qNx}{\varepsilon},\qquad 0\le x\le W .$$

The blocking voltage is the area under this line:

$$V=\int_0^W E(x)\,dx=E_cW-\frac{qNW^2}{2\varepsilon}.$$

In the on-state the layer is a resistor of conductivity $q\mu N$, so its resistance times area, the specific on-resistance, is

$$R_{\rm on}=\frac{W}{q\mu N}.$$

**Your design.** If $E(W)=0$, then $E_c=qNW/\varepsilon$, and the area is that of a triangle, $V=E_cW/2$. Hence $W=2V/E_c$ and $qN=\varepsilon E_c/W=\varepsilon E_c^2/(2V)$, and

$$R_{\rm on}=\frac{2V}{E_c}\cdot\frac{2V}{\mu\varepsilon E_c^2}=\frac{4V^2}{\varepsilon\mu E_c^3}.$$

**Any design with the same $V$.** Solving the voltage equation for the doping gives

$$qN=\frac{2\varepsilon(E_cW-V)}{W^2},\qquad\text{so}\qquad 2\varepsilon\mu\,(E_cW-V)\,R_{\rm on}=W^3 .$$

Since $N>0$, the bracket $E_cW-V$ is positive, and we may divide by it. The resistance is now a function of the thickness alone, $R_{\rm on}=W^3/\bigl(2\varepsilon\mu(E_cW-V)\bigr)$. Its derivative has the sign of

$$3(E_cW-V)-E_cW=2E_cW-3V,$$

which puts the minimum at $W=3V/(2E_c)$. There $E_cW-V=V/2$, and the value is

$$R_{\min}=\frac{27V^3/(8E_c^3)}{\varepsilon\mu V}=\frac{27}{8}\,\frac{V^2}{\varepsilon\mu E_c^3}.$$

The same conclusion follows without calculus. Subtract the claimed minimum from the resistance and put both over a common denominator:

$$R_{\rm on}-R_{\min}=\frac{4E_c^3W^3-27V^2(E_cW-V)}{8\varepsilon\mu E_c^3(E_cW-V)} .$$

With $u=E_cW$, the numerator is $4u^3-27V^2u+27V^3=(2u-3V)^2(u+3V)$, as multiplying out confirms. In the denominator, replace $E_cW-V$ by $qNW^2/(2\varepsilon)$. The result is

$$R_{\rm on}-R_{\min}=\frac{(2E_cW-3V)^2(E_cW+3V)}{4q\mu NW^2E_c^3}\ \ge 0 .$$

Every factor other than the square is positive, so equality holds exactly when $2E_cW=3V$.

**The best layer is a sensible one.** At $W=3V/(2E_c)$ the doping formula gives $N=4\varepsilon E_c^2/(9qV)$. The field drops across the layer by $qNW/\varepsilon=\frac23E_c$, so $E_c/3$ remains at the far edge. A heavily doped contact region can take up that remaining field in a short distance.

This also settles your worry about the carriers. At fixed $V$, the doping as a function of thickness has slope

$$\frac{dN}{dW}=\frac{2\varepsilon}{q}\,\frac{2V-E_cW}{W^3},$$

which is zero at your design $W=2V/E_c$. A slightly thinner layer therefore loses doping only to second order, while the current path gets shorter to first order.

The gain stops because there is an opposite extreme. As $W$ decreases towards $V/E_c$, the field profile becomes a rectangle, the doping needed for it tends to zero, and the resistance grows without bound. The optimum lies between the rectangle and the triangle.

## The layer as Lean definitions, and the assumptions behind them

In the file below, all quantities are real numbers in any consistent set of units. The names `q`, `ε`, `μ`, `Ec`, `N`, `W` and `V` stand for the symbols above. Three definitions carry the physics.

- `electricField q ε Ec N x` is the linear profile. Its value at `x = 0` is `Ec`, so the condition that the junction is at the critical field is built into the definition.
- `blockingVoltage q ε Ec N W` is the integral of that profile from 0 to `W`. The quadratic formula for it is a theorem, `blockingVoltage_eq`, and not the definition.
- `onResistance q μ N W` is the specific on-resistance `W / (q * μ * N)`.

The theorem `thickness_tradeoff` is the relation between thickness, voltage and resistance after the doping has been eliminated. It needs only that charge, permittivity, mobility and doping are nonzero.

`onResistance_of_field_vanishing` concerns your design. For positive `q`, `ε`, `μ`, `N` and `W`, if the field at `W` is zero, then the resistance is positive and equals $4V^2/(\varepsilon\mu E_c^3)$, where $V$ is the integral of the field. That `Ec` is positive is not assumed here, because it follows from the vanishing field.

`onResistance_bound` takes positive constants and a positive number `V` that equals the blocking voltage of the layer. It states the lower bound, and it states that equality holds if and only if `W = 3 * V / (2 * Ec)`. It puts no condition on the sign of the field at the far edge.

`optimal_design` says that the layer with the thickness and doping found above blocks exactly `V` and has the field `Ec / 3` at its far edge.

`isLeast_onResistance` then treats the design problem as a whole. Fix `q`, `ε`, `μ`, `Ec` and `V`, and collect the resistances of all layers with positive doping and thickness that block `V` and have a nonnegative field at the far edge. The number $\frac{27}{8}V^2/(\varepsilon\mu E_c^3)$ belongs to this set, and nothing in the set is smaller. The condition on the far-edge field keeps the comparison physical: a negative value there would mean that the depletion region ends inside the layer, and the linear profile would no longer describe the field.

The constant $E_c$ stands for the onset of avalanche breakdown, in which carriers gain enough energy from the field to create further carriers by impact ionisation. A fuller treatment integrates ionisation rates over the whole profile, so that the peak field at breakdown depends on doping and thickness. The constant $\mu$ stands for ohmic transport at low field, with a scattering rate that does not change with doping. The model also takes every dopant to be ionised and to supply one carrier, lets only majority carriers conduct, treats the layer as one-dimensional, and leaves out the resistance of channel, substrate and contacts. In a real material, where $E_c$ and $\mu$ vary with doping, the best thickness and the factor 27/32 will shift.

These formulas can serve as a rough check on a one-dimensional device simulation with constant mobility. The voltage to compare with $V$ is the drop across the drift layer alone, at the bias where the field at the junction reaches the chosen $E_c$. The resistance to compare is that of the drift layer alone, in the on-state at low current.

```lean
import Mathlib

open Set

namespace DriftLayer

noncomputable section

variable {q ε μ Ec N W V : ℝ}

/-- Electric field at depth `x` in a uniformly doped, depleted drift layer with field `Ec`
at the junction; the permittivity `ε` is nonzero. -/
def electricField (q ε Ec N x : ℝ) : ℝ := Ec - q * N * x / ε

/-- Blocking voltage: the integral of the electric field over the layer thickness `W`,
for nonzero permittivity `ε`. -/
def blockingVoltage (q ε Ec N W : ℝ) : ℝ := ∫ x in (0 : ℝ)..W, electricField q ε Ec N x

/-- Specific on-resistance of a layer of thickness `W`, doping `N` and mobility `μ`,
for nonzero `q`, `μ` and `N`. -/
def onResistance (q μ N W : ℝ) : ℝ := W / (q * μ * N)

/-- Integrating the linear field profile gives the blocking voltage
`Ec W - q N W² / (2 ε)`. -/
theorem blockingVoltage_eq (q ε Ec N W : ℝ) :
    blockingVoltage q ε Ec N W = Ec * W - q * N * W ^ 2 / (2 * ε) := by
  -- an antiderivative of the field
  have hd : ∀ x ∈ uIcc 0 W, HasDerivAt
      (fun y : ℝ => Ec * y - q * N / (2 * ε) * (y * y)) (electricField q ε Ec N x) x := by
    intro x _
    have h := ((hasDerivAt_id' x).const_mul Ec).fun_sub
      (((hasDerivAt_id' x).fun_mul (hasDerivAt_id' x)).const_mul (q * N / (2 * ε)))
    refine h.congr_deriv ?_
    unfold electricField
    ring
  have hc : Continuous (fun x : ℝ => electricField q ε Ec N x) := by
    unfold electricField
    fun_prop
  unfold blockingVoltage
  rw [intervalIntegral.integral_eq_sub_of_hasDerivAt hd (hc.intervalIntegrable 0 W)]
  ring

/-- Trade-off between thickness, blocking voltage and on-resistance after the doping is
eliminated, for nonzero charge, permittivity, mobility and doping. -/
theorem thickness_tradeoff (hq : q ≠ 0) (hε : ε ≠ 0) (hμ : μ ≠ 0) (hN : N ≠ 0) :
    2 * ε * μ * (Ec * W - blockingVoltage q ε Ec N W) * onResistance q μ N W = W ^ 3 := by
  have h : Ec * W - blockingVoltage q ε Ec N W = q * N * W ^ 2 / (2 * ε) := by
    rw [blockingVoltage_eq]
    ring
  rw [h, onResistance]
  field_simp

/-- If the field vanishes at the far edge of a layer with positive constants, the
on-resistance is positive and equals `4 V² / (ε μ Ec³)`, with `V` the blocking voltage. -/
theorem onResistance_of_field_vanishing (hq : 0 < q) (hε : 0 < ε) (hμ : 0 < μ)
    (hN : 0 < N) (hW : 0 < W) (h : electricField q ε Ec N W = 0) :
    0 < onResistance q μ N W ∧
      onResistance q μ N W = 4 * blockingVoltage q ε Ec N W ^ 2 / (ε * μ * Ec ^ 3) := by
  have hE : Ec = q * N * W / ε := by
    unfold electricField at h
    linarith
  -- the triangular field profile has half the area of the rectangle
  have hV : blockingVoltage q ε Ec N W = q * N * W ^ 2 / (2 * ε) := by
    rw [blockingVoltage_eq, hE]
    ring
  constructor
  · unfold onResistance
    positivity
  · rw [hV, hE, onResistance]
    field_simp
    ring

/-- For positive constants and positive blocking voltage `V`, the on-resistance is at least
`(27/8) V² / (ε μ Ec³)`, with equality exactly when the thickness is `3 V / (2 Ec)`. -/
theorem onResistance_bound (hq : 0 < q) (hε : 0 < ε) (hμ : 0 < μ) (hE : 0 < Ec)
    (hN : 0 < N) (hW : 0 < W) (hb : blockingVoltage q ε Ec N W = V) (hV : 0 < V) :
    27 / 8 * V ^ 2 / (ε * μ * Ec ^ 3) ≤ onResistance q μ N W ∧
      (onResistance q μ N W = 27 / 8 * V ^ 2 / (ε * μ * Ec ^ 3) ↔ W = 3 * V / (2 * Ec)) := by
  -- the excess over the bound is a square times a positive factor
  have key : onResistance q μ N W - 27 / 8 * V ^ 2 / (ε * μ * Ec ^ 3) =
      (2 * Ec * W - 3 * V) ^ 2 * (Ec * W + 3 * V) / (4 * q * μ * N * W ^ 2 * Ec ^ 3) := by
    rw [← hb, blockingVoltage_eq, onResistance]
    field_simp
    ring
  have hA : 0 < Ec * W + 3 * V := by positivity
  have hB : 0 < 4 * q * μ * N * W ^ 2 * Ec ^ 3 := by positivity
  have hE2 : 2 * Ec ≠ 0 := by positivity
  refine ⟨?_, ?_, ?_⟩
  · have h0 : 0 ≤ (2 * Ec * W - 3 * V) ^ 2 * (Ec * W + 3 * V) /
        (4 * q * μ * N * W ^ 2 * Ec ^ 3) :=
      div_nonneg (mul_nonneg (sq_nonneg _) hA.le) hB.le
    linarith
  · -- equality forces the square to vanish
    intro h
    rw [h, sub_self] at key
    have h1 := (div_eq_zero_iff.mp key.symm).resolve_right hB.ne'
    have h2 := (mul_eq_zero.mp h1).resolve_right hA.ne'
    have h3 : 2 * Ec * W - 3 * V = 0 := (pow_eq_zero_iff two_ne_zero).mp h2
    rw [eq_div_iff hE2]
    linarith
  · intro h
    rw [eq_div_iff hE2] at h
    have h3 : 2 * Ec * W - 3 * V = 0 := by linarith
    rw [h3] at key
    have h4 : onResistance q μ N W - 27 / 8 * V ^ 2 / (ε * μ * Ec ^ 3) = 0 := by
      rw [key]
      simp
    linarith

/-- For positive constants, the layer with thickness `3 V / (2 Ec)` and doping
`4 ε Ec² / (9 q V)` blocks the voltage `V` and has field `Ec / 3` at its far edge. -/
theorem optimal_design (hq : 0 < q) (hε : 0 < ε) (hE : 0 < Ec) (hV : 0 < V) :
    blockingVoltage q ε Ec (4 * ε * Ec ^ 2 / (9 * q * V)) (3 * V / (2 * Ec)) = V ∧
      electricField q ε Ec (4 * ε * Ec ^ 2 / (9 * q * V)) (3 * V / (2 * Ec)) = Ec / 3 := by
  constructor
  · rw [blockingVoltage_eq]
    field_simp
    ring
  · unfold electricField
    field_simp
    ring

/-- For positive constants, `(27/8) V² / (ε μ Ec³)` is the least on-resistance among all
layers of positive doping and thickness that block `V` with nonnegative far-edge field. -/
theorem isLeast_onResistance (hq : 0 < q) (hε : 0 < ε) (hμ : 0 < μ) (hE : 0 < Ec)
    (hV : 0 < V) :
    IsLeast {R : ℝ | ∃ N W : ℝ, 0 < N ∧ 0 < W ∧ 0 ≤ electricField q ε Ec N W ∧
      blockingVoltage q ε Ec N W = V ∧ onResistance q μ N W = R}
      (27 / 8 * V ^ 2 / (ε * μ * Ec ^ 3)) := by
  constructor
  · -- the optimal design attains the bound
    have hd := optimal_design hq hε hE hV
    have hN : 0 < 4 * ε * Ec ^ 2 / (9 * q * V) := by positivity
    have hW : 0 < 3 * V / (2 * Ec) := by positivity
    refine ⟨_, _, hN, hW, ?_, hd.1, ?_⟩
    · rw [hd.2]
      positivity
    · exact (onResistance_bound hq hε hμ hE hN hW hd.1 hV).2.mpr rfl
  · rintro R ⟨N, W, hN, hW, _, hb, rfl⟩
    exact (onResistance_bound hq hε hμ hE hN hW hb hV).1

end

end DriftLayer
```

```lean
#print axioms DriftLayer.thickness_tradeoff
-- 'DriftLayer.thickness_tradeoff' depends on axioms: [propext, Classical.choice, Quot.sound]
#print axioms DriftLayer.onResistance_of_field_vanishing
-- 'DriftLayer.onResistance_of_field_vanishing' depends on axioms: [propext, Classical.choice, Quot.sound]
#print axioms DriftLayer.isLeast_onResistance
-- 'DriftLayer.isLeast_onResistance' depends on axioms: [propext, Classical.choice, Quot.sound]
```

## From the antiderivative to the least resistance

**The voltage.** In `blockingVoltage_eq`, the step `hd` shows that $E_cy-\frac{qN}{2\varepsilon}y^2$ has the field as its derivative, and `hc` shows that the field is continuous, hence integrable. The fundamental theorem of calculus, `intervalIntegral.integral_eq_sub_of_hasDerivAt`, turns the integral into a difference of boundary values, and `ring` tidies the result.

**The trade-off.** `thickness_tradeoff` first rewrites $E_cW-V$ as $qNW^2/(2\varepsilon)$. It then multiplies by the resistance, and `field_simp` cancels the common factors, leaving $W^3$. The later theorems do not call on this lemma. They work with $N$ and $W$ directly.

**The triangular field.** In `onResistance_of_field_vanishing`, the step `hE` solves the edge condition for $E_c=qNW/\varepsilon$, and `hV` finds the voltage $qNW^2/(2\varepsilon)$, which is half the rectangle $E_cW$. Positivity of the resistance comes from `positivity`. For the formula, both $V$ and $E_c$ are written in terms of $N$ and $W$, after which `field_simp` and `ring` confirm that the two sides agree.

**The bound.** The central step of `onResistance_bound` is `key`, the identity for the excess $R_{\rm on}-R_{\min}$ with the square in its numerator. The derivation above reached it by eliminating $N$. The Lean proof goes the other way: it replaces $V$ by its expression in $N$ and $W$ on both sides, clears denominators, and compares polynomials. The steps `hA` and `hB` record that $E_cW+3V$ and the denominator are positive.

Three short arguments then finish the theorem:

- The excess is a nonnegative numerator over a positive denominator, so the lower bound holds.
- If the resistance equals the bound, the excess is zero. The denominator and the factor $E_cW+3V$ are ruled out in turn (`h1`, `h2`), so the square is zero, and `h3` gives $2E_cW-3V=0$, which is the stated thickness.
- If the thickness is $3V/(2E_c)$, the square vanishes, `key` gives zero excess, and the resistance equals the bound.

**The optimal layer.** `optimal_design` substitutes the thickness and doping into the voltage formula and into the field profile. In both parts `field_simp` and `ring` do the remaining algebra.

**The minimum.** `isLeast_onResistance` has two halves. To show that the bound is attained, it supplies the optimal layer. Its doping and thickness are positive, its far-edge field $E_c/3$ is nonnegative, it blocks $V$, and the equality part of `onResistance_bound` gives its resistance. To show that no admissible layer does better, it takes an arbitrary one and applies the inequality part of the same theorem. The far-edge condition is discarded in this second half (the underscore in the `rintro` pattern), since the inequality holds without it. The condition does its work in the first half, where the optimal layer has to satisfy it.
